# Exponential decay of Löwdin coefficients for short-range overlaps with ‖S − 1‖ ≤ q < 1

For finitely many linearly independent, non-orthogonal orbitals $\varphi_x$ with overlap matrix $S_{xy}=\langle\varphi_x|\varphi_y\rangle$, the Löwdin orbitals are $\psi_y=\sum_x K_{xy}\varphi_x$, where $K$ is positive definite and $K^2=S^{-1}$. Write $S=1+T$; the question is how fast $K_{xy}$ falls off with the distance between $x$ and $y$ when $T$ couples only neighbours.

```lean
import Mathlib

open Matrix Filter Topology
open scoped ComplexOrder

namespace LowdinTails

noncomputable section

variable {n : Type*} [Fintype n] [DecidableEq n]

/-- For `q ≥ 0`: the operator norm of `T` on complex vectors is at most `q`. -/
def OpNormLE (T : Matrix n n ℂ) (q : ℝ) : Prop :=
  ∀ v : n → ℂ, ∑ x, ‖(T *ᵥ v) x‖ ^ 2 ≤ q ^ 2 * ∑ x, ‖v x‖ ^ 2

/-- `K` is the Löwdin matrix of the overlap matrix `S`: it is positive definite and its
square is the inverse of `S`. -/
def IsLowdin (S K : Matrix n n ℂ) : Prop := K.PosDef ∧ K * K * S = 1

/-- The binomial coefficients of `(1 + t) ^ (-1/2)`, given by their recursion. -/
def coeff : ℕ → ℝ
  | 0 => 1
  | k + 1 => -((2 * (k : ℝ) + 1) / (2 * (k : ℝ) + 2)) * coeff k

/-- Orbitals combined with the columns of the Löwdin matrix are orthonormal. -/
theorem IsLowdin.orthonormal {S K : Matrix n n ℂ} (h : IsLowdin S K) : Kᴴ * S * K = 1 := by
  rw [h.1.isHermitian.eq]
  exact mul_eq_one_comm.1 (by rw [← mul_assoc]; exact h.2)

/-- The binomial coefficients of the inverse square root are at most one in modulus. -/
theorem coeff_abs_le (k : ℕ) : |coeff k| ≤ 1 := by
  induction k with
  | zero => simp [coeff]
  | succ k ih =>
    have h : |(2 * (k : ℝ) + 1) / (2 * (k : ℝ) + 2)| ≤ 1 := by
      rw [abs_of_nonneg (by positivity), div_le_one (by positivity)]
      linarith
    rw [coeff, abs_mul, abs_neg]
    nlinarith [mul_nonneg (sub_nonneg.2 h) (abs_nonneg (coeff k))]

/-- The partial sums of the binomial series satisfy the differential equation
`2 (1 + t) f' + f = 0` of the inverse square root up to one monomial. -/
theorem partial_sum_ode (N : ℕ) (t : ℝ) :
    2 * (1 + t) * ∑ k ∈ Finset.range N, coeff k * (k * t ^ (k - 1))
      + ∑ k ∈ Finset.range N, coeff k * t ^ k = -2 * N * coeff N * t ^ (N - 1) := by
  have hp : ∀ m : ℕ, (m : ℝ) * t ^ (m - 1) * t = m * t ^ m := by
    intro m
    cases m with
    | zero => simp
    | succ m => rw [Nat.add_sub_cancel]; ring
  induction N with
  | zero => simp
  | succ N ih =>
    have hc : 2 * ((N : ℝ) + 1) * coeff (N + 1) = -(2 * N + 1) * coeff N := by
      have h : (2 * (N : ℝ) + 2) * ((2 * (N : ℝ) + 1) / (2 * (N : ℝ) + 2)) = 2 * N + 1 :=
        mul_div_cancel₀ _ (by positivity)
      rw [coeff]
      linear_combination -coeff N * h
    rw [Finset.sum_range_succ, Finset.sum_range_succ, Nat.add_sub_cancel]
    push_cast
    linear_combination ih + 2 * coeff N * hp N + t ^ N * hc

/-- For `|t| < 1` the binomial series converges to `1 / √(1 + t)`. -/
theorem binomial_limit {t : ℝ} (ht : |t| < 1) :
    Tendsto (fun N => ∑ k ∈ Finset.range N, coeff k * t ^ k) atTop (𝓝 (√(1 + t))⁻¹) := by
  have hr : 0 < √(1 - |t|) := Real.sqrt_pos.2 (by linarith)
  -- mean value inequality for the partial sum times `√(1 + s)`
  have bound : ∀ N : ℕ, ‖(∑ k ∈ Finset.range (N + 1), coeff k * t ^ k) * √(1 + t) - 1‖
      ≤ ((N + 1 : ℕ) : ℝ) * |t| ^ (N + 1) / √(1 - |t|) := by
    intro N
    have hd : ∀ s ∈ Set.Icc (-|t|) |t|, HasDerivWithinAt
        (fun s : ℝ => (∑ k ∈ Finset.range (N + 1), coeff k * s ^ k) * √(1 + s))
        (-((N + 1 : ℕ) : ℝ) * coeff (N + 1) * s ^ N / √(1 + s)) (Set.Icc (-|t|) |t|) s := by
      intro s hs
      have h1 : 0 < 1 + s := by linarith [hs.1]
      have h3 := Real.sqrt_pos.2 h1
      have hP : HasDerivAt (fun s : ℝ => ∑ k ∈ Finset.range (N + 1), coeff k * s ^ k)
          (∑ k ∈ Finset.range (N + 1), coeff k * (k * s ^ (k - 1))) s :=
        HasDerivAt.fun_sum fun k _ => (hasDerivAt_pow k s).const_mul (coeff k)
      have hQ : HasDerivAt (fun s : ℝ => √(1 + s)) (1 / (2 * √(1 + s))) s :=
        ((hasDerivAt_id' s).const_add 1).sqrt h1.ne'
      refine ((hP.fun_mul hQ).congr_deriv ?_).hasDerivWithinAt
      have ode := partial_sum_ode (N + 1) s
      rw [Nat.add_sub_cancel] at ode
      have h4 : 1 / (2 * √(1 + s)) * √(1 + s) = 1 / 2 := by field_simp
      rw [eq_div_iff h3.ne']
      linear_combination ode / 2
        + (∑ k ∈ Finset.range (N + 1), coeff k * (k * s ^ (k - 1))) * Real.sq_sqrt h1.le
        + (∑ k ∈ Finset.range (N + 1), coeff k * s ^ k) * h4
    have hb : ∀ s ∈ Set.Icc (-|t|) |t|,
        ‖-((N + 1 : ℕ) : ℝ) * coeff (N + 1) * s ^ N / √(1 + s)‖
          ≤ ((N + 1 : ℕ) : ℝ) * |t| ^ N / √(1 - |t|) := by
      intro s hs
      have hst : |s| ≤ |t| := abs_le.2 hs
      have hc := coeff_abs_le (N + 1)
      rw [Real.norm_eq_abs, abs_div, abs_mul, abs_mul, abs_neg, Nat.abs_cast, abs_pow,
        abs_of_nonneg (Real.sqrt_nonneg _)]
      refine div_le_div₀ (by positivity) ?_ hr (Real.sqrt_le_sqrt (by linarith [hs.1]))
      calc _ ≤ ((N + 1 : ℕ) : ℝ) * 1 * |t| ^ N := by gcongr
        _ = _ := by ring
    have h0 : ∑ k ∈ Finset.range (N + 1), coeff k * (0 : ℝ) ^ k = 1 := by
      simp [Finset.sum_range_succ', coeff]
    have key := Convex.norm_image_sub_le_of_norm_hasDerivWithin_le hd hb (convex_Icc _ _)
      (x := 0) (y := t) ⟨by simp, abs_nonneg t⟩ ⟨neg_abs_le t, le_abs_self t⟩
    simp only [h0, add_zero, Real.sqrt_one, mul_one, sub_zero] at key
    refine key.trans_eq ?_
    rw [Real.norm_eq_abs]
    ring
  have hz : Tendsto (fun N : ℕ => ((N + 1 : ℕ) : ℝ) * |t| ^ (N + 1) / √(1 - |t|))
      atTop (𝓝 0) := by
    have h := ((tendsto_self_mul_const_pow_of_lt_one (abs_nonneg t) ht).comp
      (tendsto_add_atTop_nat 1)).div_const (√(1 - |t|))
    rw [zero_div] at h
    exact h
  have h1 : Tendsto (fun N : ℕ => (∑ k ∈ Finset.range (N + 1), coeff k * t ^ k) * √(1 + t))
      atTop (𝓝 1) :=
    tendsto_iff_norm_sub_tendsto_zero.2 (squeeze_zero (fun _ => norm_nonneg _) bound hz)
  have hp : √(1 + t) ≠ 0 := (Real.sqrt_pos.2 (by linarith [neg_abs_le t])).ne'
  refine (tendsto_add_atTop_iff_nat 1).1 ?_
  have h2 := h1.mul_const (√(1 + t))⁻¹
  simpa only [mul_inv_cancel_right₀ hp, one_mul] using h2

/-- If `T` has operator norm at most `q`, the entries of `T ^ k` have modulus at most `q ^ k`. -/
theorem power_entry_le {T : Matrix n n ℂ} {q : ℝ} (hq : 0 ≤ q) (hT : OpNormLE T q)
    (k : ℕ) (x y : n) : ‖(T ^ k) x y‖ ≤ q ^ k := by
  have h : ∀ v : n → ℂ, ∑ z, ‖((T ^ k) *ᵥ v) z‖ ^ 2 ≤ (q ^ k) ^ 2 * ∑ z, ‖v z‖ ^ 2 := by
    intro v
    induction k with
    | zero => simp
    | succ k ih =>
      rw [pow_succ' T, ← mulVec_mulVec]
      refine (hT _).trans ((mul_le_mul_of_nonneg_left ih (sq_nonneg q)).trans_eq ?_)
      ring
  -- apply the bound to the orbital at `y`
  have h1 := h (Pi.single y 1)
  have h2 : ∑ z, ‖(Pi.single y 1 : n → ℂ) z‖ ^ 2 = 1 := by
    rw [Finset.sum_eq_single y (fun b _ hb => by simp [hb]) (by simp)]
    simp
  have h3 : ((T ^ k) *ᵥ Pi.single y 1) x = (T ^ k) x y := by simp
  rw [h2, mul_one] at h1
  have h4 := (Finset.single_le_sum (f := fun z => ‖((T ^ k) *ᵥ Pi.single y 1) z‖ ^ 2)
    (fun _ _ => sq_nonneg _) (Finset.mem_univ x)).trans h1
  simp only [h3] at h4
  exact (sq_le_sq₀ (norm_nonneg _) (pow_nonneg hq k)).1 h4

/-- If `T` couples only orbitals at distance at most one, `T ^ k` does not couple orbitals
farther apart than `k`. -/
theorem power_entry_zero {T : Matrix n n ℂ} {d : n → n → ℕ} (h0 : ∀ x, d x x = 0)
    (htri : ∀ x y z, d x z ≤ d x y + d y z) (hT : ∀ x y, 1 < d x y → T x y = 0)
    (k : ℕ) (x y : n) (hk : k < d x y) : (T ^ k) x y = 0 := by
  induction k generalizing y with
  | zero =>
    have hxy : x ≠ y := by
      rintro rfl
      simp [h0] at hk
    simp [hxy]
  | succ k ih =>
    rw [pow_succ, Matrix.mul_apply]
    refine Finset.sum_eq_zero fun z _ => ?_
    by_cases hz : 1 < d z y
    · rw [hT z y hz, mul_zero]
    · rw [ih z (by have := htri x z y; omega), zero_mul]

/-- On an eigenvector of the Löwdin matrix `K` of `1 + T`, the binomial series in `T` converges to
`K`, if `T` has operator norm at most `q < 1`. -/
theorem eigenvector_limit {T K : Matrix n n ℂ} {q κ : ℝ} (hq : 0 ≤ q) (hq1 : q < 1)
    (hT : OpNormLE T q) (hK : IsLowdin (1 + T) K) {v : n → ℂ} (hv0 : v ≠ 0) (hκ : 0 < κ)
    (hv : K *ᵥ v = (κ : ℂ) • v) (x : n) :
    Tendsto (fun N => ∑ k ∈ Finset.range N, (coeff k : ℂ) * ((T ^ k) *ᵥ v) x) atTop
      (𝓝 ((K *ᵥ v) x)) := by
  obtain ⟨t, ht⟩ : ∃ t : ℝ, t = κ⁻¹ ^ 2 - 1 := ⟨_, rfl⟩
  -- `v` is an eigenvector of `T` with eigenvalue `t`
  have hTv : T *ᵥ v = (t : ℂ) • v := by
    have h : ((1 + T) * (K * K)) *ᵥ v = v := by rw [mul_eq_one_comm.1 hK.2, one_mulVec]
    rw [← mulVec_mulVec, ← mulVec_mulVec, hv, mulVec_smul, hv, mulVec_smul, mulVec_smul,
      add_mulVec, one_mulVec] at h
    ext z
    have hz := congrFun h z
    have hi : (κ : ℂ)⁻¹ * κ = 1 := inv_mul_cancel₀ (by exact_mod_cast hκ.ne')
    simp only [Pi.smul_apply, Pi.add_apply, smul_eq_mul] at hz ⊢
    rw [ht]
    push_cast
    linear_combination (κ : ℂ)⁻¹ ^ 2 * hz
      - ((κ : ℂ)⁻¹ * κ + 1) * (v z + (T *ᵥ v) z) * hi
  have htq : |t| ≤ q := by
    have h := hT v
    simp only [hTv, Pi.smul_apply, smul_eq_mul, norm_mul, mul_pow, ← Finset.mul_sum,
      Complex.norm_real, Real.norm_eq_abs, sq_abs] at h
    obtain ⟨z, hz⟩ := Function.ne_iff.1 hv0
    have hpos : 0 < ∑ x, ‖v x‖ ^ 2 := Finset.sum_pos' (fun _ _ => sq_nonneg _)
      ⟨z, Finset.mem_univ z, pow_pos (norm_pos_iff.2 hz) 2⟩
    exact abs_le_of_sq_le_sq (le_of_mul_le_mul_right h hpos) hq
  have hpow : ∀ k : ℕ, (T ^ k) *ᵥ v = ((t : ℂ) ^ k) • v := by
    intro k
    induction k with
    | zero => simp
    | succ k ih =>
      rw [pow_succ' T, ← mulVec_mulVec, ih, mulVec_smul, hTv, smul_smul, pow_succ]
  have hl := binomial_limit (htq.trans_lt hq1)
  have hs : (√(1 + t))⁻¹ = κ := by
    rw [ht, add_sub_cancel, Real.sqrt_sq (by positivity), inv_inv]
  rw [hs] at hl
  rw [hv]
  change Tendsto _ _ (𝓝 ((κ : ℂ) * v x))
  refine (((Complex.continuous_ofReal.tendsto κ).comp hl).mul_const (v x)).congr fun N => ?_
  simp only [Function.comp_apply, Complex.ofReal_sum, Finset.sum_mul, hpow, Pi.smul_apply,
    smul_eq_mul]
  refine Finset.sum_congr rfl fun k _ => ?_
  push_cast
  ring

/-- If `T` has operator norm at most `q < 1`, each entry of the Löwdin matrix of `1 + T` is
the sum of the binomial series in the powers of `T`. -/
theorem lowdin_series {T K : Matrix n n ℂ} {q : ℝ} (hq : 0 ≤ q) (hq1 : q < 1)
    (hT : OpNormLE T q) (hK : IsLowdin (1 + T) K) (x y : n) :
    Tendsto (fun N => ∑ k ∈ Finset.range N, (coeff k : ℂ) * (T ^ k) x y) atTop
      (𝓝 (K x y)) := by
  obtain ⟨b, hb⟩ : ∃ b : OrthonormalBasis n ℂ (EuclideanSpace ℂ n), ∀ j, ∃ κ : ℝ,
      0 < κ ∧ K *ᵥ (b j).ofLp = (κ : ℂ) • (b j).ofLp := by
    refine ⟨hK.1.isHermitian.eigenvectorBasis, fun j =>
      ⟨hK.1.isHermitian.eigenvalues j, hK.1.eigenvalues_pos j, ?_⟩⟩
    rw [hK.1.isHermitian.mulVec_eigenvectorBasis j]
    ext z
    simp [Complex.real_smul]
  -- expand the orbital at `y` in the eigenbasis
  obtain ⟨a, ha⟩ : ∃ a : n → ℂ, ∀ z, ∑ j, a j * (b j).ofLp z = (Pi.single y 1 : n → ℂ) z := by
    refine ⟨fun j => b.repr (WithLp.toLp 2 (Pi.single y 1)) j, fun z => ?_⟩
    have h := congrArg (fun w : EuclideanSpace ℂ n => w.ofLp z)
      (b.sum_repr (WithLp.toLp 2 (Pi.single y 1)))
    simpa only [WithLp.ofLp_sum, WithLp.ofLp_smul, Finset.sum_apply, Pi.smul_apply,
      smul_eq_mul] using h
  have hx : ∀ M : Matrix n n ℂ, M x y = ∑ j, a j * (M *ᵥ (b j).ofLp) x := by
    intro M
    calc M x y = ∑ z, M x z * (Pi.single y 1 : n → ℂ) z := by simp [Pi.single_apply]
      _ = ∑ z, ∑ j, a j * (M x z * (b j).ofLp z) := by
        refine Finset.sum_congr rfl fun z _ => ?_
        rw [← ha, Finset.mul_sum]
        exact Finset.sum_congr rfl fun j _ => by ring
      _ = _ := by
        rw [Finset.sum_comm]
        simp only [Matrix.mulVec, dotProduct, Finset.mul_sum]
  have eig : ∀ j, Tendsto (fun N => ∑ k ∈ Finset.range N,
      (coeff k : ℂ) * ((T ^ k) *ᵥ (b j).ofLp) x) atTop (𝓝 ((K *ᵥ (b j).ofLp) x)) := by
    intro j
    obtain ⟨κ, hκ, hv⟩ := hb j
    refine eigenvector_limit hq hq1 hT hK (fun h => b.orthonormal.ne_zero j ?_) hκ hv x
    ext z
    exact congrFun h z
  rw [hx K]
  refine (tendsto_finsetSum Finset.univ fun j _ => (eig j).const_mul (a j)).congr fun N => ?_
  simp only [Finset.mul_sum]
  rw [Finset.sum_comm]
  refine Finset.sum_congr rfl fun k _ => ?_
  rw [hx (T ^ k), Finset.mul_sum]
  exact Finset.sum_congr rfl fun j _ => by ring

/-- Löwdin tails: if `T` has operator norm at most `q < 1` and couples only orbitals at
distance at most one, the Löwdin matrix of `1 + T` decays exponentially with distance. -/
theorem lowdin_decay {T K : Matrix n n ℂ} {q : ℝ} (hq : 0 ≤ q) (hq1 : q < 1)
    (hT : OpNormLE T q) (hK : IsLowdin (1 + T) K) {d : n → n → ℕ} (h0 : ∀ x, d x x = 0)
    (htri : ∀ x y z, d x z ≤ d x y + d y z) (hd : ∀ x y, 1 < d x y → T x y = 0) (x y : n) :
    ‖K x y‖ ≤ q ^ d x y / (1 - q) := by
  have hq2 : 0 < 1 - q := by linarith
  have term : ∀ k, ‖(coeff k : ℂ) * (T ^ k) x y‖ ≤ q ^ k := by
    intro k
    rw [norm_mul, Complex.norm_real, Real.norm_eq_abs, ← one_mul (q ^ k)]
    exact mul_le_mul (coeff_abs_le k) (power_entry_le hq hT k x y) (norm_nonneg _) zero_le_one
  -- the first `d x y` terms vanish, the others form a geometric tail
  have tail : ∀ m, ‖∑ k ∈ Finset.range (d x y + m), (coeff k : ℂ) * (T ^ k) x y‖
      ≤ (q ^ d x y - q ^ (d x y + m)) / (1 - q) := by
    intro m
    induction m with
    | zero =>
      rw [add_zero, Finset.sum_eq_zero fun k hk => by
        rw [power_entry_zero h0 htri hd k x y (Finset.mem_range.1 hk), mul_zero]]
      simp
    | succ m ih =>
      rw [← add_assoc, Finset.sum_range_succ]
      refine (norm_add_le _ _).trans ((add_le_add ih (term _)).trans_eq ?_)
      rw [div_add' _ _ _ hq2.ne']
      congr 1
      ring
  refine le_of_tendsto (lowdin_series hq hq1 hT hK x y).norm ?_
  filter_upwards [eventually_ge_atTop (d x y)] with N hN
  obtain ⟨m, rfl⟩ := Nat.exists_eq_add_of_le hN
  exact (tail m).trans (div_le_div_of_nonneg_right
    (by linarith [pow_nonneg hq (d x y + m)]) hq2.le)

/-- On a chain with tridiagonal `T` of operator norm at most `q < 1`, the Löwdin matrix of
`1 + T` obeys `|K x y| ≤ q ^ |x - y| / (1 - q)`. -/
theorem lowdin_decay_chain {N : ℕ} {T K : Matrix (Fin N) (Fin N) ℂ} {q : ℝ} (hq : 0 ≤ q)
    (hq1 : q < 1) (hT : OpNormLE T q) (hK : IsLowdin (1 + T) K)
    (hd : ∀ x y : Fin N, 1 < (((x : ℕ) : ℤ) - ((y : ℕ) : ℤ)).natAbs → T x y = 0)
    (x y : Fin N) :
    ‖K x y‖ ≤ q ^ (((x : ℕ) : ℤ) - ((y : ℕ) : ℤ)).natAbs / (1 - q) :=
  lowdin_decay hq hq1 hT hK (d := fun x y => (((x : ℕ) : ℤ) - ((y : ℕ) : ℤ)).natAbs)
    (fun x => by simp) (fun x y z => by omega) hd x y

/-- Two orbitals with overlap `24/25`: the operator norm bound holds with `q = 24/25`, and
the Löwdin matrix is explicit. -/
theorem lowdin_witness :
    OpNormLE !![0, 24 / 25; 24 / 25, 0] (24 / 25) ∧
      IsLowdin (1 + !![0, 24 / 25; 24 / 25, 0]) !![20 / 7, -15 / 7; -15 / 7, 20 / 7] := by
  refine ⟨fun v => le_of_eq ?_, ?_, ?_⟩
  · simp [Matrix.mulVec, dotProduct, Fin.sum_univ_two, mul_pow]
    ring
  · rw [posDef_iff_dotProduct_mulVec]
    refine ⟨by ext i j; fin_cases i <;> fin_cases j <;> simp, fun v hv => ?_⟩
    -- the quadratic form is a sum of squares
    have e : star v ⬝ᵥ (!![20 / 7, -15 / 7; -15 / 7, 20 / 7] : Matrix (Fin 2) (Fin 2) ℂ) *ᵥ v
        = ((5 / 7 * (Complex.normSq (v 0) + Complex.normSq (v 1))
          + 15 / 7 * Complex.normSq (v 0 - v 1) : ℝ) : ℂ) := by
      simp [Matrix.mulVec, dotProduct, Fin.sum_univ_two, Complex.normSq_eq_conj_mul_self]
      ring
    rw [e]
    have h0 := Complex.normSq_nonneg (v 0)
    have h1 := Complex.normSq_nonneg (v 1)
    have h2 := Complex.normSq_nonneg (v 0 - v 1)
    have hpos : 0 < 5 / 7 * (Complex.normSq (v 0) + Complex.normSq (v 1))
        + 15 / 7 * Complex.normSq (v 0 - v 1) := by
      rcases Fin.exists_fin_two.1 (Function.ne_iff.1 hv) with h | h
      · have := Complex.normSq_pos.2 h
        linarith
      · have := Complex.normSq_pos.2 h
        linarith
    exact_mod_cast hpos
  · ext i j
    fin_cases i <;> fin_cases j <;> norm_num [Matrix.mul_apply, Fin.sum_univ_two]

end

end LowdinTails
```

```lean
#print axioms LowdinTails.lowdin_decay
#print axioms LowdinTails.lowdin_decay_chain
```

```
'LowdinTails.lowdin_decay' depends on axioms: [propext, Classical.choice, Quot.sound]
'LowdinTails.lowdin_decay_chain' depends on axioms: [propext, Classical.choice, Quot.sound]
```

## The bound and its hypotheses

The theorem `lowdin_decay` states that

$$|K_{xy}|\le \frac{q^{d(x,y)}}{1-q},\qquad 0\le q<1.$$

The type `n` labels the orbitals. `OpNormLE T q` says $\|Tv\|^2\le q^2\|v\|^2$ for every complex vector $v$, and `IsLowdin (1 + T) K` says that $K$ is positive definite with $K\,K\,(1+T)=1$. The latter makes $T$ Hermitian, so this is not assumed separately. The existence of $K$ is part of the hypothesis.

The distance `d` takes natural-number values, vanishes on the diagonal and obeys the triangle inequality; the number of bonds on a shortest path between sites of a connected molecular graph is an example. The hypothesis `hd` sets $T_{xy}=0$ whenever $d(x,y)>1$. In `lowdin_decay_chain` the sites are $0,\dots,N-1$ and $d(x,y)=|x-y|$, so $T$ is tridiagonal.

## What the condition means for orbitals

The condition $q<1$ keeps the eigenvalues of $S$ in $[1-q,1+q]$, away from the zero eigenvalue that signals linear dependence. For a chain of normalised orbitals with overlap $s$ between nearest neighbours and zero overlap beyond them, one may take $q=2|s|$ if $|s|<1/2$.

For Gaussian or Slater orbitals the strict cutoff is an idealisation, since their overlaps have tails. For orbitals that vanish beyond a radius $r$ from their centres it is exact if $d(x,y)$ is the distance between the centres divided by $2r$ and rounded up. The step from the matrix to real space is separate: decay of $K_{xy}$ gives spatially localised $\psi_y$ only if the $\varphi_x$ are themselves localised.

In finite non-orthogonal tight-binding models with such a cutoff, $K$ turns the generalised eigenvalue problem into an ordinary one. If also $q<1$, the bound controls the entries dropped when $K$ is truncated.

The theorem `IsLowdin.orthonormal` confirms that the new overlap matrix is $K^\dagger SK=1$: $K$ is Hermitian, and $K(KS)=1$ implies $(KS)K=1$ for square matrices.

## The scalar series for the inverse square root

Let $c_k$ be `coeff k`: $c_0=1$ and $c_{k+1}=-\frac{2k+1}{2k+2}c_k$. Each factor has modulus at most one, so $|c_k|\le1$ (`coeff_abs_le`). With $N$ now counting terms, put $P_N(t)=\sum_{k<N}c_kt^k$. In $2(1+t)P_N'+P_N$ the coefficient of $t^k$ for $k<N-1$ is $2(k+1)c_{k+1}+(2k+1)c_k=0$. Only the top monomial survives:

$$2(1+t)P_N'+P_N=-2Nc_Nt^{N-1}.$$

This is `partial_sum_ode`, proved by induction on $N$. For $N\ge1$ and $|t|<1$ it gives

$$\frac{d}{dt}\left[\sqrt{1+t}\,P_N(t)\right]=-\frac{Nc_Nt^{N-1}}{\sqrt{1+t}}.$$

The bracket equals 1 at $t=0$, so the mean value inequality on $[-|t|,|t|]$ yields

$$\left|\sqrt{1+t}\,P_N(t)-1\right|\le\frac{N|t|^N}{\sqrt{1-|t|}}\to0.$$

Hence $P_N(t)\to(1+t)^{-1/2}$, which is `binomial_limit`.

## From eigenvectors to matrix entries

Let $Kv=\kappa v$ with $v\ne0$ and $\kappa>0$. Applying $(1+T)K^2=1$ to $v$ gives $Tv=tv$ with $t=\kappa^{-2}-1$, and the norm bound gives $|t|\le q<1$. Therefore

$$\sum_{k<N}c_kT^kv=P_N(t)v\to(1+t)^{-1/2}v=\kappa v=Kv.$$

This is `eigenvector_limit`. In `lowdin_series`, the unit vector $e_y$ is expanded in an orthonormal eigenbasis of $K$; taking component $x$ gives

$$K_{xy}=\lim_{N\to\infty}\sum_{k<N}c_k(T^k)_{xy}.$$

## Why only a geometric tail remains

The entry $(T^k)_{xy}$ sums over paths of $k$ steps, each of length at most one, so it vanishes for $k<d(x,y)$. `power_entry_zero` proves this by splitting off the last step. Also $|(T^k)_{xy}|\le\|T^ke_y\|\le q^k$, which is `power_entry_le`. Thus

$$|K_{xy}|\le\sum_{k\ge d(x,y)}q^k=\frac{q^{d(x,y)}}{1-q}.$$

In Lean, `tail` bounds the finite sums by induction and `le_of_tendsto` carries the bound to the limit.

## Two orbitals with overlap 24/25

Here $S$ has eigenvectors $(1,\pm1)/\sqrt2$ with eigenvalues $49/25$ and $1/25$, so $K$ has eigenvalues $5/7$ and $5$. Half their sum and half their difference give

$$K_{00}=K_{11}=\frac{20}{7},\qquad K_{01}=K_{10}=-\frac{15}{7},$$

the matrix in `lowdin_witness`. With $q=24/25$ the bound allows 25 on the diagonal and 24 off it, against actual moduli of about 2.86 and 2.14.
